# The Makov-Payne energy of point charges is accurate to 4Ca⁴(Σ|qᵢ|)²/L⁵ when the pair kernel has a quartic remainder

Put charges $q_i$ at distinct points $r_i$ with $\|r_i\|\le a$, where $a>0$, in a cell of length $L>0$. Let $v$ be the periodic pair kernel, in units where two charges at distance $d$ have Coulomb energy $q_iq_j/d$. Suppose that for some constants $\alpha$ and $C\ge 0$

$$\left|v(x)-\frac1{\|x\|}-\left(-\frac{\alpha}{L}+\frac{2\pi\|x\|^2}{3L^3}\right)\right|\le \frac{C\|x\|^4}{L^5}\qquad(0<\|x\|\le 2a).$$

Write $q=\sum_i q_i$, $p=\sum_i q_i r_i$ and $Q=\sum_i q_i\|r_i\|^2$. The periodic energy $E_{\rm per}$ and the isolated energy $E_{\rm iso}$ then satisfy

$$\left|E_{\rm per}-E_{\rm iso}-E_{\rm MP}\right|\le\frac{4Ca^4\left(\sum_i|q_i|\right)^2}{L^5},\qquad E_{\rm MP}=-\frac{\alpha q^2}{2L}+\frac{2\pi}{3L^3}\left(qQ-\|p\|^2\right).$$

The factor 4 is the best possible for kernels that are known only through this condition.

## Removing the image energy of a charged cell

A periodic code returns $E_{\rm per}$, while the quantity wanted for an isolated ion or molecule is $E_{\rm iso}$. The correction is a subtraction:

$$E_{\rm iso}\approx E_{\rm per}+\frac{\alpha q^2}{2L}-\frac{2\pi}{3L^3}\left(qQ-\|p\|^2\right).$$

Electronic-structure codes apply corrections of this type to charged supercells; the bound here covers fixed point charges in vacuum, without any electronic response.

For a simple cubic cell, $v$ is the Ewald potential of a unit charge with its neutralising background, shifted to zero average over the cell, and $\alpha\approx 2.837$. The constant $-\alpha/L$ is the potential that a unit charge feels from its own images and the background. The quadratic term is the potential of the uniform background, which cubic symmetry makes isotropic at this order.

Two details matter in an implementation. The moments $p$ and $Q$ must use one common origin and unwrapped coordinates, so that a molecule cut by the cell boundary is made whole first. A convergence test is also available: keep the charges fixed, increase $L$, and multiply the corrected error by $L^5$. The product should stay bounded. An error that falls only as $1/L$ can come from the self term, from $\alpha$, or from coordinates left wrapped, since a displacement by $L$ can change $qQ-\|p\|^2$ by an amount of order $L^2$. An error that falls as $1/L^3$ can come from the prefactor of the moment term or from an error in the moments that does not grow with $L$.

## From the pair kernel to the energy

Write $r_{ij}=\|r_i-r_j\|$. The two energies are

$$E_{\rm iso}=\frac12\sum_{i\ne j}\frac{q_iq_j}{r_{ij}},\qquad E_{\rm per}=\frac12\sum_{i\ne j}q_iq_j\,v(r_i-r_j)+\frac12\sum_i q_i^2\,\xi .$$

**Self term.** Here $\xi$ is the potential at a unit charge due to its own images and the background, that is, the limit of $v(x)-1/\|x\|$ as $x\to0$. The assumed expansion forces this limit to be $-\alpha/L$. Hence $\xi=-\alpha/L$.

**Exact part.** Let $h(x)$ be the kernel minus $1/\|x\|$ and minus the constant and quadratic terms. On the diagonal the quadratic term vanishes and the constant equals $\xi$, so the constant and quadratic terms can be summed over all pairs, including $i=j$:

$$E_{\rm per}-E_{\rm iso}=\frac12\sum_{i,j}q_iq_j\left(-\frac{\alpha}{L}+\frac{2\pi r_{ij}^2}{3L^3}\right)+\frac12\sum_{i\ne j}q_iq_j\,h(r_i-r_j).$$

Expanding $r_{ij}^2=\|r_i\|^2+\|r_j\|^2-2\,r_i\cdot r_j$ gives

$$\sum_{i,j}q_iq_j r_{ij}^2=2\left(qQ-\|p\|^2\right),$$

and $\sum_{i,j}q_iq_j=q^2$. The first sum is therefore exactly $E_{\rm MP}$.

**Remainder.** Since $r_{ij}\le\|r_i\|+\|r_j\|\le2a$, the kernel bound applies to every pair, and

$$\left|E_{\rm per}-E_{\rm iso}-E_{\rm MP}\right|\le\frac{C}{2L^5}\sum_{i,j}|q_i||q_j|\,r_{ij}^4 .$$

Set $m_i=|q_i|$ and $M=\sum_i m_i$. Replacing every $r_{ij}$ by $2a$ would give the constant 8. Replacing only two of the four powers does better:

$$\sum_{i,j}m_im_jr_{ij}^4\le4a^2\sum_{i,j}m_im_jr_{ij}^2
=8a^2\left(M\sum_i m_i\|r_i\|^2-\Big\|\sum_i m_ir_i\Big\|^2\right)\le8a^4M^2 .$$

Multiplying by $C/(2L^5)$ gives the constant 4.

**Equality.** Take two charges $e$ at $u$ and $-u$, with $u\neq0$ and $a=\|u\|$, and a kernel with $h(x)=C\|x\|^4/L^5$. The error is $e^2C(2\|u\|)^4/L^5=16Ce^2\|u\|^4/L^5$. The bound gives $4C\|u\|^4(2|e|)^2/L^5$, which is the same number.

## The bound and its equality case in Lean

```lean
import Mathlib

open Filter Topology

namespace MakovPayneRemainder

noncomputable section

/-- Physical three-dimensional space. -/
abbrev Space := EuclideanSpace ℝ (Fin 3)

variable {ι : Type*} [Fintype ι]

/-- Total charge of a finite set of point charges. -/
def totalCharge (q : ι → ℝ) : ℝ := ∑ i, q i

/-- Dipole moment about the origin. -/
def dipole (q : ι → ℝ) (r : ι → Space) : Space := ∑ i, q i • r i

/-- Second radial moment about the origin. -/
def secondMoment (q : ι → ℝ) (r : ι → Space) : ℝ := ∑ i, q i * ‖r i‖ ^ 2

/-- Coulomb energy of the isolated charges, for distinct positions. -/
def isolatedEnergy [DecidableEq ι] (q : ι → ℝ) (r : ι → Space) : ℝ :=
  1 / 2 * ∑ i, ∑ j, if i = j then 0 else q i * q j / ‖r i - r j‖

/-- Energy per cell of the periodic charges: kernel `v` between distinct charges, and potential
`ξ` for the interaction of a unit charge with its own images and the background. -/
def periodicEnergy [DecidableEq ι] (v : Space → ℝ) (ξ : ℝ) (q : ι → ℝ) (r : ι → Space) : ℝ :=
  1 / 2 * ∑ i, ∑ j, if i = j then q i * q j * ξ else q i * q j * v (r i - r j)

/-- The Makov-Payne energy through order `L⁻³`, for cell length `L ≠ 0`. -/
def makovPayne (α L : ℝ) (q : ι → ℝ) (r : ι → Space) : ℝ :=
  -α * totalCharge q ^ 2 / (2 * L) +
    2 * Real.pi / (3 * L ^ 3) * (totalCharge q * secondMoment q r - ‖dipole q r‖ ^ 2)

/-- Up to distance `R`, the kernel `v` minus the bare Coulomb kernel is
`-α/L + 2πr²/(3L³)` with an error of at most `C r⁴/L⁵`, for cell length `L ≠ 0`. -/
def KernelExpansion (v : Space → ℝ) (α L C R : ℝ) : Prop :=
  ∀ x : Space, x ≠ 0 → ‖x‖ ≤ R →
    |v x - 1 / ‖x‖ - (-α / L + 2 * Real.pi * ‖x‖ ^ 2 / (3 * L ^ 3))| ≤ C * ‖x‖ ^ 4 / L ^ 5

/-- If `v` satisfies the kernel expansion up to some distance `R > 0`, then `v x - 1/‖x‖` tends to
`-α/L` as `x` tends to the origin. -/
theorem self_potential_limit {v : Space → ℝ} {α L C R : ℝ} (hR : 0 < R)
    (hv : KernelExpansion v α L C R) :
    Tendsto (fun x : Space => v x - 1 / ‖x‖) (𝓝[≠] 0) (𝓝 (-α / L)) := by
  have hg : Tendsto (fun x : Space => -α / L + 2 * Real.pi * ‖x‖ ^ 2 / (3 * L ^ 3))
      (𝓝[≠] 0) (𝓝 (-α / L)) := by
    have hc : Continuous
        (fun x : Space => -α / L + 2 * Real.pi * ‖x‖ ^ 2 / (3 * L ^ 3)) := by fun_prop
    have h := (hc.tendsto 0).mono_left (nhdsWithin_le_nhds (s := {0}ᶜ))
    simpa using h
  have hb : Tendsto (fun x : Space => C * ‖x‖ ^ 4 / L ^ 5) (𝓝[≠] 0) (𝓝 0) := by
    have hc : Continuous (fun x : Space => C * ‖x‖ ^ 4 / L ^ 5) := by fun_prop
    have h := (hc.tendsto 0).mono_left (nhdsWithin_le_nhds (s := {0}ᶜ))
    simpa using h
  -- the remainder is squeezed to zero
  have hd : Tendsto (fun x : Space =>
      v x - 1 / ‖x‖ - (-α / L + 2 * Real.pi * ‖x‖ ^ 2 / (3 * L ^ 3))) (𝓝[≠] 0) (𝓝 0) := by
    refine squeeze_zero_norm' ?_ hb
    filter_upwards [self_mem_nhdsWithin,
      nhdsWithin_le_nhds (Metric.closedBall_mem_nhds (0 : Space) hR)] with x hx hxR
    exact hv x (by simpa using hx) (by simpa using hxR)
  have h := hd.add hg
  rw [zero_add] at h
  exact h.congr (fun x => by ring)

/-- The weighted pair sum of squared distances in terms of the moments of the weights. -/
theorem pair_sq_dist (m : ι → ℝ) (r : ι → Space) :
    ∑ i, ∑ j, m i * m j * ‖r i - r j‖ ^ 2 =
      2 * (totalCharge m * secondMoment m r - ‖dipole m r‖ ^ 2) := by
  unfold totalCharge secondMoment dipole
  have hp : ‖∑ i, m i • r i‖ ^ 2 = ∑ i, ∑ j, m i * m j * inner ℝ (r i) (r j) := by
    rw [← real_inner_self_eq_norm_sq, sum_inner]
    refine Finset.sum_congr rfl fun i _ => ?_
    rw [inner_sum]
    refine Finset.sum_congr rfl fun j _ => ?_
    rw [real_inner_smul_left, real_inner_smul_right]
    ring
  have h1 : (∑ i, m i) * (∑ i, m i * ‖r i‖ ^ 2) = ∑ i, ∑ j, m i * (m j * ‖r j‖ ^ 2) := by
    rw [Finset.sum_mul_sum]
  have h2 : (∑ i, m i) * (∑ i, m i * ‖r i‖ ^ 2) = ∑ i, ∑ j, m i * ‖r i‖ ^ 2 * m j := by
    rw [mul_comm, Finset.sum_mul_sum]
  have h3 : ∑ i, ∑ j, 2 * (m i * m j * inner ℝ (r i) (r j)) = 2 * ‖∑ i, m i • r i‖ ^ 2 := by
    simp only [hp, Finset.mul_sum]
  have h4 : ∑ i, ∑ j, m i * m j * ‖r i - r j‖ ^ 2 = ∑ i, ∑ j, (m i * (m j * ‖r j‖ ^ 2) +
      m i * ‖r i‖ ^ 2 * m j - 2 * (m i * m j * inner ℝ (r i) (r j))) := by
    refine Finset.sum_congr rfl fun i _ => Finset.sum_congr rfl fun j _ => ?_
    rw [norm_sub_sq_real]
    ring
  rw [h4]
  simp only [Finset.sum_add_distrib, Finset.sum_sub_distrib]
  linear_combination -h1 - h2 - h3

/-- For nonnegative weights within radius `a`, the pair sum of fourth powers of distances is at
most `8 a⁴` times the squared total weight. -/
theorem pair_fourth_le {m : ι → ℝ} {r : ι → Space} {a : ℝ} (hm : ∀ i, 0 ≤ m i)
    (ha : ∀ i, ‖r i‖ ≤ a) :
    ∑ i, ∑ j, m i * m j * ‖r i - r j‖ ^ 4 ≤ 8 * a ^ 4 * totalCharge m ^ 2 := by
  have h1 : ∑ i, ∑ j, m i * m j * ‖r i - r j‖ ^ 4 ≤
      (2 * a) ^ 2 * ∑ i, ∑ j, m i * m j * ‖r i - r j‖ ^ 2 := by
    simp only [Finset.mul_sum]
    refine Finset.sum_le_sum fun i _ => Finset.sum_le_sum fun j _ => ?_
    have hd : ‖r i - r j‖ ≤ 2 * a := (norm_sub_le _ _).trans (by linarith [ha i, ha j])
    have h := mul_le_mul_of_nonneg_left (pow_le_pow_left₀ (norm_nonneg _) hd 2)
      (mul_nonneg (mul_nonneg (hm i) (hm j)) (sq_nonneg ‖r i - r j‖))
    linarith
  have hM : 0 ≤ totalCharge m := Finset.sum_nonneg fun i _ => hm i
  have hQ : secondMoment m r ≤ a ^ 2 * totalCharge m := by
    unfold secondMoment totalCharge
    rw [Finset.mul_sum]
    refine Finset.sum_le_sum fun i _ => ?_
    have h := mul_le_mul_of_nonneg_left (pow_le_pow_left₀ (norm_nonneg _) (ha i) 2) (hm i)
    linarith
  rw [pair_sq_dist] at h1
  nlinarith [mul_nonneg (sq_nonneg a) (sq_nonneg ‖dipole m r‖),
    mul_le_mul_of_nonneg_left (mul_le_mul_of_nonneg_left hQ hM) (sq_nonneg a)]

/-- For distinct positions within radius `a` and a kernel satisfying the expansion up to `2a`, the
error of the Makov-Payne energy is at most `C / (2 L⁵)` times the pair sum of fourth powers of
distances weighted with the absolute charges. -/
theorem remainder_le_pair_fourth [DecidableEq ι] {v : Space → ℝ} {α L C a : ℝ} {q : ι → ℝ}
    {r : ι → Space} (hr : Function.Injective r) (ha : ∀ i, ‖r i‖ ≤ a)
    (hv : KernelExpansion v α L C (2 * a)) :
    |periodicEnergy v (-α / L) q r - isolatedEnergy q r - makovPayne α L q r| ≤
      C / (2 * L ^ 5) * ∑ i, ∑ j, |q i| * |q j| * ‖r i - r j‖ ^ 4 := by
  -- the constant and quadratic parts of the kernel sum to the Makov-Payne energy
  have hMP : makovPayne α L q r = 1 / 2 * ∑ i, ∑ j,
      q i * q j * (-α / L + 2 * Real.pi * ‖r i - r j‖ ^ 2 / (3 * L ^ 3)) := by
    have h2 : totalCharge q ^ 2 = ∑ i, ∑ j, q i * q j := by
      unfold totalCharge
      rw [sq, Finset.sum_mul_sum]
    have hs : ∑ i, ∑ j, q i * q j * (-α / L + 2 * Real.pi * ‖r i - r j‖ ^ 2 / (3 * L ^ 3)) =
        -α / L * ∑ i, ∑ j, q i * q j +
          2 * Real.pi / (3 * L ^ 3) * ∑ i, ∑ j, q i * q j * ‖r i - r j‖ ^ 2 := by
      simp only [Finset.mul_sum, ← Finset.sum_add_distrib]
      refine Finset.sum_congr rfl fun i _ => Finset.sum_congr rfl fun j _ => ?_
      ring
    rw [hs, ← h2, pair_sq_dist]
    unfold makovPayne
    ring
  have key : periodicEnergy v (-α / L) q r - isolatedEnergy q r - makovPayne α L q r =
      1 / 2 * ∑ i, ∑ j, q i * q j * (if i = j then 0 else v (r i - r j) - 1 / ‖r i - r j‖ -
        (-α / L + 2 * Real.pi * ‖r i - r j‖ ^ 2 / (3 * L ^ 3))) := by
    rw [hMP]
    unfold periodicEnergy isolatedEnergy
    rw [← mul_sub, ← mul_sub]
    congr 1
    simp only [← Finset.sum_sub_distrib]
    refine Finset.sum_congr rfl fun i _ => Finset.sum_congr rfl fun j _ => ?_
    by_cases h : i = j
    · subst h
      simp
    · simp only [h, if_false]
      ring
  rw [key, abs_mul, abs_of_pos (by norm_num : (0 : ℝ) < 1 / 2)]
  calc _ ≤ 1 / 2 * ∑ i, ∑ j, |q i| * |q j| * (C * ‖r i - r j‖ ^ 4 / L ^ 5) := by
        refine mul_le_mul_of_nonneg_left ?_ (by norm_num)
        refine (Finset.abs_sum_le_sum_abs _ _).trans (Finset.sum_le_sum fun i _ =>
          (Finset.abs_sum_le_sum_abs _ _).trans (Finset.sum_le_sum fun j _ => ?_))
        rw [abs_mul, abs_mul]
        refine mul_le_mul_of_nonneg_left ?_ (by positivity)
        by_cases h : i = j
        · subst h
          simp
        · rw [if_neg h]
          exact hv _ (sub_ne_zero.mpr (hr.ne h))
            ((norm_sub_le _ _).trans (by linarith [ha i, ha j]))
    _ = _ := by
        simp only [Finset.mul_sum]
        refine Finset.sum_congr rfl fun i _ => Finset.sum_congr rfl fun j _ => ?_
        ring

/-- For charges at distinct positions within radius `a` and a kernel satisfying the expansion up to
distance `2a`, the periodic energy minus the isolated energy is the Makov-Payne energy up to an
error of at most `4 C a⁴ (∑ |qᵢ|)² / L⁵`. -/
theorem makovPayne_remainder [DecidableEq ι] {v : Space → ℝ} {α L C a : ℝ} {q : ι → ℝ}
    {r : ι → Space} (hL : 0 < L) (hC : 0 ≤ C) (hr : Function.Injective r)
    (ha : ∀ i, ‖r i‖ ≤ a) (hv : KernelExpansion v α L C (2 * a)) :
    |periodicEnergy v (-α / L) q r - isolatedEnergy q r - makovPayne α L q r| ≤
      4 * C * a ^ 4 * (∑ i, |q i|) ^ 2 / L ^ 5 := by
  have h4 : ∑ i, ∑ j, |q i| * |q j| * ‖r i - r j‖ ^ 4 ≤ 8 * a ^ 4 * (∑ i, |q i|) ^ 2 :=
    pair_fourth_le (m := fun i => |q i|) (fun i => abs_nonneg (q i)) ha
  refine (remainder_le_pair_fourth hr ha hv).trans
    ((mul_le_mul_of_nonneg_left h4 (by positivity)).trans (le_of_eq ?_))
  ring

/-- A model kernel whose remainder is exactly `C r⁴/L⁵`, for `x ≠ 0` and `L ≠ 0`. -/
def quarticKernel (α L C : ℝ) (x : Space) : ℝ :=
  1 / ‖x‖ + (-α / L + 2 * Real.pi * ‖x‖ ^ 2 / (3 * L ^ 3)) + C * ‖x‖ ^ 4 / L ^ 5

/-- Two equal charges `e` at `u` and `-u` with the quartic model kernel meet the conditions of the
remainder bound with `a = ‖u‖` and attain it. -/
theorem makovPayne_remainder_sharp {α L C : ℝ} (hL : 0 < L) (hC : 0 ≤ C) (e : ℝ) {u : Space}
    (hu : u ≠ 0) :
    KernelExpansion (quarticKernel α L C) α L C (2 * ‖u‖) ∧
    Function.Injective ![u, -u] ∧ (∀ i, ‖(![u, -u] : Fin 2 → Space) i‖ ≤ ‖u‖) ∧
    |periodicEnergy (quarticKernel α L C) (-α / L) (fun _ : Fin 2 => e) ![u, -u] -
        isolatedEnergy (fun _ : Fin 2 => e) ![u, -u] -
        makovPayne α L (fun _ : Fin 2 => e) ![u, -u]| =
      4 * C * ‖u‖ ^ 4 * (∑ _i : Fin 2, |e|) ^ 2 / L ^ 5 := by
  refine ⟨?_, ?_, ?_, ?_⟩
  · intro x _ _
    have h : quarticKernel α L C x - 1 / ‖x‖ -
        (-α / L + 2 * Real.pi * ‖x‖ ^ 2 / (3 * L ^ 3)) = C * ‖x‖ ^ 4 / L ^ 5 := by
      unfold quarticKernel
      ring
    rw [h, abs_of_nonneg (by positivity)]
  · have h1 : u ≠ -u := by
      intro h
      have h2 : (2 : ℝ) • u = 0 := by
        rw [two_smul]
        exact add_eq_zero_iff_eq_neg.mpr h
      exact hu ((smul_eq_zero.mp h2).resolve_left two_ne_zero)
    intro i j h
    fin_cases i <;> fin_cases j
    · rfl
    · exact absurd h h1
    · exact absurd h.symm h1
    · rfl
  · intro i
    fin_cases i <;> simp
  · have hd : ‖u - -u‖ = 2 * ‖u‖ := by
      rw [sub_neg_eq_add, ← two_smul ℝ u, norm_smul]
      norm_num
    have hd' : ‖-u - u‖ = 2 * ‖u‖ := by
      rw [← hd, norm_sub_rev]
    have hp : e • u + e • (-u) = 0 := by
      rw [smul_neg, add_neg_cancel]
    have hval : periodicEnergy (quarticKernel α L C) (-α / L) (fun _ : Fin 2 => e) ![u, -u] -
        isolatedEnergy (fun _ : Fin 2 => e) ![u, -u] -
        makovPayne α L (fun _ : Fin 2 => e) ![u, -u] = 16 * C * ‖u‖ ^ 4 * e ^ 2 / L ^ 5 := by
      simp only [periodicEnergy, isolatedEnergy, makovPayne, totalCharge, secondMoment, dipole,
        quarticKernel, Fin.sum_univ_two, Matrix.cons_val_zero, Matrix.cons_val_one,
        Matrix.cons_val_fin_one, zero_ne_one, one_ne_zero, if_true, if_false, hd, hd', hp,
        norm_neg, norm_zero]
      ring
    rw [hval, abs_of_nonneg (by positivity), Fin.sum_univ_two, ← sq_abs e]
    ring

end

end MakovPayneRemainder
```

```lean
#print axioms MakovPayneRemainder.self_potential_limit
#print axioms MakovPayneRemainder.makovPayne_remainder
#print axioms MakovPayneRemainder.makovPayne_remainder_sharp
```

```
'MakovPayneRemainder.self_potential_limit' depends on axioms: [propext, Classical.choice, Quot.sound]
'MakovPayneRemainder.makovPayne_remainder' depends on axioms: [propext, Classical.choice, Quot.sound]
'MakovPayneRemainder.makovPayne_remainder_sharp' depends on axioms: [propext, Classical.choice, Quot.sound]
```

## How the definitions encode the charges and the cell

`Space` is Euclidean three-space, and the finite type `ι` labels the charges. The functions `q` and `r` give their values and positions. `totalCharge`, `dipole` and `secondMoment` are $q$, $p$ and $Q$, all taken about the origin. `isolatedEnergy` and `periodicEnergy` carry the factor $1/2$ and run over ordered pairs; the diagonal of the second holds the self potential `ξ`.

`KernelExpansion v α L C R` is the assumed expansion up to distance `R`. The main theorem, `makovPayne_remainder`, uses it with `R = 2 * a` and sets `ξ` to `-α / L`. Its other hypotheses are $L>0$, $C\ge0$, distinct positions (`Function.Injective r`) and $\|r_i\|\le a$. The charges may have any signs and any total. For a single charge, $qQ-\|p\|^2=0$ and the error is zero.

## How the lemmas follow the derivation

`self_potential_limit` justifies the choice of `ξ`: the remainder is squeezed to zero at the origin, and the polynomial part tends to `-α / L` by continuity.

`pair_sq_dist` is the moment identity, obtained by expanding the squared norm of a difference. It holds for arbitrary real weights, so it serves twice: with the charges for the exact part, and with their absolute values for the remainder.

`pair_fourth_le` bounds the sum of fourth powers. Its first step replaces two powers of the distance by $(2a)^2$. The final `nlinarith` call discards the squared dipole of the weights and inserts the bound on their second moment.

In `remainder_le_pair_fourth`, the statement `hMP` writes the Makov-Payne energy as a double sum, and `key` subtracts it term by term, splitting on whether `i = j`. The triangle inequality for sums and the kernel hypothesis then give the estimate. `makovPayne_remainder` combines this with `pair_fourth_le`.

`makovPayne_remainder_sharp` checks that the two-charge example meets the conditions on the kernel and the positions, and then evaluates both sides.

## An assumed kernel and frozen charges

The kernel expansion is a hypothesis. The file contains no lattice sum, does not compute $\alpha$ or $C$, and does not derive the isotropic quadratic term from cubic symmetry. A user has to supply a valid $C$ for the actual kernel on the whole range up to $2a$. For a true periodic kernel this requires $2a<L$, because $v$ diverges at the nearest image.

The equality case uses `quarticKernel`, a model function that is not periodic. It shows that 4 is optimal given only the assumed condition; a particular lattice and charge distribution may have a much smaller error.

The energies belong to the same fixed charges in both settings. Continuous densities, dielectric screening, and the relaxation of electrons or ions in the periodic field add effects that this bound does not measure.
